# The termwise η-derivatives of the Ewald potential cancel on a primitive orthorhombic lattice

For a primitive orthorhombic lattice of unit point charges in a neutralising background, the η-derivatives of the Ewald terms add up to zero at every splitting parameter η > 0:

−(2/√π) Σ_{R≠0} exp(−η²R²) + (2π/(Vη³)) Σ_{G≠0} exp(−G²/(4η²)) − 2/√π + 2π/(Vη³) = 0

Here R runs over the lattice vectors, G over the reciprocal vectors, and V is the cell volume. The last term comes from the background. I know this as a consistency check on Ewald codes. Can it be made rigorous and machine-checked in Lean, including the derivatives themselves?

## Poisson summation balances the two lattice sums

Yes, with the derivatives checked for any finite selection of vectors and the cancellation checked for the infinite sums. Take the full periodic potential, of all charges and the background, to average to zero over a cell. In Gaussian units, the potential at a lattice site, without the site's own charge, is then

φ(η) = Σ_{R≠0} erfc(ηR)/R + (4π/V) Σ_{G≠0} exp(−G²/(4η²))/G² − 2η/√π − π/(Vη²)

Since erfc′(x) = −(2/√π) exp(−x²), the individual terms have the derivatives

d/dη [erfc(ηR)/R] = −(2/√π) exp(−η²R²)

d/dη [(4π/V) exp(−G²/(4η²))/G²] = (2π/(Vη³)) exp(−G²/(4η²))

d/dη [−2η/√π] = −2/√π

d/dη [−π/(Vη²)] = 2π/(Vη³)

The last two are exactly what R = 0 and G = 0 would add to the Gaussian sums. The claim therefore becomes an identity between full lattice sums:

(2/√π) Σ_R exp(−η²R²) = (2π/(Vη³)) Σ_G exp(−G²/(4η²))

Let the edges be a, b, c, so that V = abc. Because R² is a sum of three squares, the left-hand sum is a product of three line sums. The Fourier transform of a Gaussian is a Gaussian, so Poisson summation gives for each edge, with k running over the integers,

Σ_k exp(−η²(ak)²) = (√π/(aη)) Σ_k exp(−(2πk/a)²/(4η²))

Multiplying the three relations produces the prefactor (√π)³/(Vη³). Times 2/√π, this is 2π/(Vη³), as required.

## What the Lean theorems say

`ewald_derivatives_cancel` is the displayed cancellation, for positive `a`, `b`, `c` and `η`. A `Site` is a nonzero integer triple labelling a vector. `latSq` is R², `recSq` is G² with the 2π included in the reciprocal edges, and `a * b * c` is V. The symbol `∑'` denotes an infinite sum; `hasSum_gaussian` supplies the convergence.

`hasDerivAt_truncatedPotential` states that these expressions are true derivatives when the potential keeps finite sets `s` and `t` of real-space and reciprocal vectors. Differentiation under the infinite sums is not treated, and neither, therefore, is the constancy of the full φ(η). Centred lattices, skew cells and cells with several ions are also left out.

Subtracting the two results shows that a truncated potential varies with η only through the omitted Gaussians. For a point charge in an orthorhombic supercell with uniform background, residual η-dependence in a directly summed Ewald potential thus signals truncation, rounding or a coding error.

Positivity of η matters. Take a = b = c = 1 and η = −1. The terms with η³ change sign compared with η = 1, so the two halves add instead of cancelling, and the left-hand side is

−(4/√π) (1 + Σ_{R≠0} exp(−R²)) < 0

```lean
import Mathlib

open MeasureTheory Set
open Real (exp exp_pos)
open scoped Real

namespace EwaldSplitting

noncomputable section

/-- Labels of the nonzero vectors of a three-dimensional lattice. -/
abbrev Site := {n : ℤ × ℤ × ℤ // n ≠ 0}

/-- Squared length `R²` of a vector of the orthorhombic lattice with edges `a, b, c`. -/
def latSq (a b c : ℝ) (n : ℤ × ℤ × ℤ) : ℝ :=
  (a * n.1) ^ 2 + (b * n.2.1) ^ 2 + (c * n.2.2) ^ 2

/-- Squared length `G²` of a reciprocal lattice vector, for nonzero edges `a, b, c`. -/
def recSq (a b c : ℝ) (n : ℤ × ℤ × ℤ) : ℝ :=
  latSq (2 * π / a) (2 * π / b) (2 * π / c) n

/-- Gaussian sum over a line of points with spacing `a`. -/
def lineSum (s a : ℝ) : ℝ := ∑' k : ℤ, exp (-(s * (a * k) ^ 2))

/-- The complementary error function. -/
def erfc (x : ℝ) : ℝ := 2 / √π * ∫ t in Ioi x, exp (-t ^ 2)

/-- Ewald potential with finitely many real-space vectors `s` and reciprocal vectors `t`, with self
and background terms; the edges `a, b, c` and the splitting parameter `η` are positive. -/
def truncatedPotential (a b c : ℝ) (s t : Finset Site) (η : ℝ) : ℝ :=
  ∑ n ∈ s, erfc (η * √(latSq a b c n.1)) / √(latSq a b c n.1)
    + 4 * π / (a * b * c) * ∑ n ∈ t, exp (-(recSq a b c n.1 / (4 * η ^ 2))) / recSq a b c n.1
    - 2 * η / √π - π / (a * b * c * η ^ 2)

variable {a b c η : ℝ}

/-- Nonzero lattice vectors have positive squared length. -/
theorem latSq_pos (ha : 0 < a) (hb : 0 < b) (hc : 0 < c) (n : Site) : 0 < latSq a b c n.1 := by
  obtain ⟨⟨i, j, k⟩, hn⟩ := n
  have h : i ≠ 0 ∨ j ≠ 0 ∨ k ≠ 0 := by
    by_contra! h
    exact hn (by simp [h])
  rcases h with h | h | h <;> (simp only [latSq]; positivity)

/-- The derivative of `erfc` is a negative Gaussian. -/
theorem hasDerivAt_erfc (x : ℝ) : HasDerivAt erfc (-(2 / √π) * exp (-x ^ 2)) x := by
  have gi : Integrable fun t : ℝ => exp (-t ^ 2) := by
    simpa using integrable_exp_neg_mul_sq (zero_lt_one (α := ℝ))
  have h : erfc = fun y => 2 / √π *
      ((∫ t in Ioi (0 : ℝ), exp (-t ^ 2)) - ∫ t in (0 : ℝ)..y, exp (-t ^ 2)) := by
    funext y
    rw [← intervalIntegral.integral_interval_add_Ioi (a := 0) (b := y) gi.integrableOn
      gi.integrableOn, add_sub_cancel_left]
    rfl
  have hd := (Continuous.integral_hasStrictDerivAt (f := fun t : ℝ => exp (-t ^ 2))
    (by fun_prop) 0 x).hasDerivAt
  rw [h]
  exact ((hd.const_sub _).const_mul _).congr_deriv (by ring)

/-- The `η`-derivative of the truncated Ewald potential is a weighted sum of Gaussians over the
chosen vectors plus the self and background contributions. -/
theorem hasDerivAt_truncatedPotential (ha : 0 < a) (hb : 0 < b) (hc : 0 < c) (hη : 0 < η)
    (s t : Finset Site) : HasDerivAt (truncatedPotential a b c s t)
      (-(2 / √π) * ∑ n ∈ s, exp (-(η ^ 2 * latSq a b c n.1))
        + 2 * π / (a * b * c * η ^ 3) * ∑ n ∈ t, exp (-(recSq a b c n.1 / (4 * η ^ 2)))
        - 2 / √π + 2 * π / (a * b * c * η ^ 3)) η := by
  have hp : HasDerivAt (fun y : ℝ => y ^ 2) (2 * η) η := by simpa using hasDerivAt_pow 2 η
  have h1 : HasDerivAt (fun y => ∑ n ∈ s, erfc (y * √(latSq a b c n.1)) / √(latSq a b c n.1))
      (-(2 / √π) * ∑ n ∈ s, exp (-(η ^ 2 * latSq a b c n.1))) η := by
    rw [Finset.mul_sum]
    refine HasDerivAt.fun_sum fun n _ => ?_
    have hq := latSq_pos ha hb hc n
    refine (((hasDerivAt_erfc (η * √(latSq a b c n.1))).comp η
      (hasDerivAt_mul_const (√(latSq a b c n.1)))).div_const (√(latSq a b c n.1))).congr_deriv ?_
    rw [mul_div_cancel_right₀ _ (Real.sqrt_pos.2 hq).ne', mul_pow, Real.sq_sqrt hq.le]
  have h2 : HasDerivAt
      (fun y => ∑ n ∈ t, exp (-(recSq a b c n.1 / (4 * y ^ 2))) / recSq a b c n.1)
      (1 / (2 * η ^ 3) * ∑ n ∈ t, exp (-(recSq a b c n.1 / (4 * η ^ 2)))) η := by
    rw [Finset.mul_sum]
    refine HasDerivAt.fun_sum fun n _ => ?_
    have hq : 0 < recSq a b c n.1 := latSq_pos (by positivity) (by positivity) (by positivity) n
    have hd : HasDerivAt (fun y => -(recSq a b c n.1 / (4 * y ^ 2)))
        (recSq a b c n.1 / (2 * η ^ 3)) η :=
      ((hasDerivAt_const η (recSq a b c n.1)).fun_div (hp.const_mul 4)
        (by positivity)).fun_neg.congr_deriv (by
          rw [zero_mul, zero_sub]
          field_simp
          ring)
    exact (hd.exp.div_const _).congr_deriv (by field_simp)
  have h3 : HasDerivAt (fun y : ℝ => 2 * y / √π) (2 / √π) η := by
    simpa using ((hasDerivAt_id' η).const_mul 2).div_const (√π)
  have h4 : HasDerivAt (fun y => π / (a * b * c * y ^ 2)) (-(2 * π / (a * b * c * η ^ 3))) η :=
    ((hasDerivAt_const η π).fun_div (hp.const_mul (a * b * c)) (by positivity)).congr_deriv (by
      rw [zero_mul, zero_sub]
      field_simp)
  have h := ((h1.fun_add (h2.const_mul (4 * π / (a * b * c)))).fun_sub h3).fun_sub h4
  exact h.congr_deriv (by ring)

/-- A Gaussian sum over an orthorhombic lattice converges to the product of three line sums. -/
theorem hasSum_gaussian {s : ℝ} (ha : 0 < a) (hb : 0 < b) (hc : 0 < c) (hs : 0 < s) :
    HasSum (fun n => exp (-(s * latSq a b c n))) (lineSum s a * (lineSum s b * lineSum s c)) := by
  have h : ∀ x : ℝ, 0 < x → Summable fun k : ℤ => exp (-(s * (x * k) ^ 2)) := by
    intro x hx
    have hp : 0 < s * x ^ 2 := by positivity
    -- compare with a geometric series
    have hN : Summable fun k : ℕ => exp (-(s * (x * k) ^ 2)) := by
      refine Summable.of_nonneg_of_le (fun k => (exp_pos _).le) (fun k => Real.exp_le_exp.2 ?_)
        (Real.summable_exp_nat_mul_iff.2 (neg_lt_zero.2 hp))
      have hk : (k : ℝ) ≤ (k : ℝ) ^ 2 := by exact_mod_cast Nat.le_self_pow two_ne_zero k
      nlinarith [mul_le_mul_of_nonneg_left hk hp.le]
    exact Summable.of_nat_of_neg (by simpa using hN) (by simpa using hN)
  have hbc := (h b hb).mul_of_nonneg (h c hc) (fun _ => (exp_pos _).le) (fun _ => (exp_pos _).le)
  have habc := (h a ha).mul_of_nonneg hbc (fun _ => (exp_pos _).le)
    (fun _ => (mul_pos (exp_pos _) (exp_pos _)).le)
  have e : (fun n => exp (-(s * latSq a b c n))) = fun n : ℤ × ℤ × ℤ =>
      exp (-(s * (a * n.1) ^ 2)) * (exp (-(s * (b * n.2.1) ^ 2)) * exp (-(s * (c * n.2.2) ^ 2))) := by
    funext n
    rw [← Real.exp_add, ← Real.exp_add]
    congr 1
    unfold latSq
    ring
  rw [e]
  exact (h a ha).hasSum.mul ((h b hb).hasSum.mul (h c hc).hasSum hbc) habc

/-- Poisson summation for a Gaussian on a line of points with spacing `a`. -/
theorem poisson_line (ha : 0 < a) (hη : 0 < η) :
    lineSum (η ^ 2) a = √π / (a * η) * lineSum (1 / (4 * η ^ 2)) (2 * π / a) := by
  have h := Real.tsum_exp_neg_mul_int_sq (a := η ^ 2 * a ^ 2 / π) (by positivity)
  rw [← Real.sqrt_eq_rpow, Real.sqrt_div (by positivity), ← mul_pow,
    Real.sqrt_sq (by positivity)] at h
  have e1 : ∀ n : ℤ, -(η ^ 2 * (a * n) ^ 2) = -π * ((η * a) ^ 2 / π) * (n : ℝ) ^ 2 := by
    intro n
    field_simp
  have e2 : ∀ n : ℤ, -(1 / (4 * η ^ 2) * (2 * π / a * n) ^ 2)
      = -π / ((η * a) ^ 2 / π) * (n : ℝ) ^ 2 := by
    intro n
    field_simp
    ring
  simp only [lineSum, e1, e2]
  rw [h]
  congr 1
  field_simp

/-- The termwise `η`-derivatives of the real-space, reciprocal-space, self and background parts
of the Ewald potential add up to zero. -/
theorem ewald_derivatives_cancel (ha : 0 < a) (hb : 0 < b) (hc : 0 < c) (hη : 0 < η) :
    -(2 / √π) * ∑' n : Site, exp (-(η ^ 2 * latSq a b c n.1))
      + 2 * π / (a * b * c * η ^ 3) * ∑' n : Site, exp (-(recSq a b c n.1 / (4 * η ^ 2)))
      - 2 / √π + 2 * π / (a * b * c * η ^ 3) = 0 := by
  -- split the zero vector off a full lattice sum
  have split : ∀ (f : ℤ × ℤ × ℤ → ℝ) (S : ℝ), HasSum f S → f 0 + ∑' n : Site, f n.1 = S := by
    intro f S h
    have e := h.summable.tsum_subtype_add_tsum_subtype_compl {0}
    rw [tsum_singleton, h.tsum_eq] at e
    exact e
  have sR := split _ _ (hasSum_gaussian ha hb hc (s := η ^ 2) (by positivity))
  have sG := split _ _ (hasSum_gaussian (a := 2 * π / a) (b := 2 * π / b) (c := 2 * π / c)
    (s := 1 / (4 * η ^ 2)) (by positivity) (by positivity) (by positivity) (by positivity))
  have z : ∀ x y w : ℝ, latSq x y w 0 = 0 := by simp [latSq]
  simp only [z, mul_zero, neg_zero, Real.exp_zero] at sR sG
  rw [poisson_line ha hη, poisson_line hb hη, poisson_line hc hη] at sR
  have e : ∀ n, recSq a b c n / (4 * η ^ 2)
      = 1 / (4 * η ^ 2) * latSq (2 * π / a) (2 * π / b) (2 * π / c) n := by
    intro n
    unfold recSq
    ring
  simp only [e]
  -- the three Poisson prefactors combine to the background coefficient
  have key : ∀ r : ℝ, r ≠ 0 → 2 / r * (r / (a * η) * (r / (b * η)) * (r / (c * η)))
      = 2 * (r * r) / (a * b * c * η ^ 3) := by
    intro r hr
    field_simp
  have k := key (√π) (by positivity)
  rw [Real.mul_self_sqrt Real.pi_pos.le] at k
  linear_combination (-(2 / √π)) * sR + 2 * π / (a * b * c * η ^ 3) * sG
    - (lineSum (1 / (4 * η ^ 2)) (2 * π / a) * (lineSum (1 / (4 * η ^ 2)) (2 * π / b)
      * lineSum (1 / (4 * η ^ 2)) (2 * π / c))) * k

end

end EwaldSplitting
```

```lean
#print axioms EwaldSplitting.hasDerivAt_truncatedPotential
#print axioms EwaldSplitting.ewald_derivatives_cancel
```

```
'EwaldSplitting.hasDerivAt_truncatedPotential' depends on axioms: [propext, Classical.choice, Quot.sound]
'EwaldSplitting.ewald_derivatives_cancel' depends on axioms: [propext, Classical.choice, Quot.sound]
```

## How the proof follows the calculation

`latSq_pos` shows that R² > 0 for nonzero labels, which permits division by R and G². `hasDerivAt_erfc` writes the tail integral as a constant minus an integral from 0 to x, then applies the fundamental theorem of calculus. In `hasDerivAt_truncatedPotential`, the steps `h1` to `h4` give the four derivatives above, up to the factor 4π/V and the minus signs, which `h` restores.

`hasSum_gaussian` bounds each line sum by a geometric series, using k ≤ k² for natural numbers, and multiplies the three sums. `poisson_line` rescales Mathlib's Gaussian Poisson formula to spacing `a`.

In the main theorem, `split` separates the zero vector from a full sum. This gives `sR` for the lattice and `sG` for the reciprocal lattice, and `poisson_line` rewrites `sR` once per edge. The step `key` combines the prefactors into 2π/(Vη³), and `linear_combination` adds the three relations with explicitly given weights.
